# Integrating the tree-level angular distributions of $e^+e^-\to$ scalar and muon pairs: totals and their ratio at equal velocity

In units $\hbar=c=1$, let $\alpha$ be the fine-structure constant, $s$ the squared centre-of-mass energy, $\beta$ the speed of each outgoing particle in that frame, $\theta$ its angle to the beam and $\varphi$ its azimuth, with $d\Omega=\sin\theta\,d\theta\,d\varphi$. The distributions $d\sigma_0/d\Omega=\alpha^2\beta^3\sin^2\theta/(8s)$ for a scalar pair and $d\sigma_{1/2}/d\Omega=\alpha^2\beta\,[1+\cos^2\theta+(1-\beta^2)\sin^2\theta]/(4s)$ for a muon pair are taken as definitions. They describe annihilation through one virtual photon, for unpolarised beams and point-like final particles of unit charge, with the electron mass neglected and final spins summed. The totals $\sigma_0$, $\sigma_{1/2}$ and the ratio $R=\sigma_0/\sigma_{1/2}$ are derived from them.

```lean
import Mathlib

open Real

namespace ScalarPairProduction

noncomputable section

/-- Integral of `f θ φ` over the unit sphere with solid-angle element `sin θ dθ dφ`. -/
def sphereInt (f : ℝ → ℝ → ℝ) : ℝ :=
  ∫ φ in (0:ℝ)..(2 * π), ∫ θ in (0:ℝ)..π, f θ φ * sin θ

/-- Differential cross section `α²β³ sin²θ/(8s)` for `e⁺e⁻` into a scalar pair, with coupling
`a`, squared centre-of-mass energy `s` and final-state velocity `b`. -/
def dScalar (a s b θ : ℝ) : ℝ := a ^ 2 * b ^ 3 * sin θ ^ 2 / (8 * s)

/-- Differential cross section `α²β(1 + cos²θ + (1-β²) sin²θ)/(4s)` for `e⁺e⁻` into a
muon pair. -/
def dMuon (a s b θ : ℝ) : ℝ :=
  a ^ 2 * b * (1 + cos θ ^ 2 + (1 - b ^ 2) * sin θ ^ 2) / (4 * s)

/-- Total scalar-pair cross section: the differential one integrated over the sphere. -/
def sigmaScalar (a s b : ℝ) : ℝ := sphereInt fun θ _ => dScalar a s b θ

/-- Total muon-pair cross section: the differential one integrated over the sphere. -/
def sigmaMuon (a s b : ℝ) : ℝ := sphereInt fun θ _ => dMuon a s b θ

/-- Ratio of the scalar-pair to the muon-pair total cross section at equal velocity. -/
def pairRatio (a s b : ℝ) : ℝ := sigmaScalar a s b / sigmaMuon a s b

/-- An angular distribution `A + B cos²θ` integrates over the sphere to `4π(A + B/3)`. -/
theorem sphereInt_quadratic (A B : ℝ) :
    sphereInt (fun θ _ => A + B * cos θ ^ 2) = 4 * π * (A + B / 3) := by
  -- antiderivative in the polar angle
  have hd : ∀ x ∈ Set.uIcc (0:ℝ) π,
      HasDerivAt (fun x => -A * cos x - B / 3 * (cos x * cos x * cos x))
        ((A + B * cos x ^ 2) * sin x) x := by
    intro x _
    have hc := Real.hasDerivAt_cos x
    have h := (hc.const_mul (-A)).fun_sub (((hc.fun_mul hc).fun_mul hc).const_mul (B / 3))
    exact h.congr_deriv (by ring)
  have hcont : Continuous fun x : ℝ => (A + B * cos x ^ 2) * sin x := by fun_prop
  have hθ : ∫ θ in (0:ℝ)..π, (A + B * cos θ ^ 2) * sin θ = 2 * A + 2 * B / 3 := by
    rw [intervalIntegral.integral_eq_sub_of_hasDerivAt hd (hcont.intervalIntegrable _ _)]
    simp only [Real.cos_pi, Real.cos_zero]
    ring
  -- the azimuthal integral gives a factor 2π
  unfold sphereInt
  simp only [hθ, intervalIntegral.integral_const, smul_eq_mul]
  ring

/-- The scalar-pair total cross section obeys `s σ = π α² β³ / 3`. -/
theorem sigmaScalar_total (a s b : ℝ) (hs : 0 < s) :
    s * sigmaScalar a s b = π * a ^ 2 * b ^ 3 / 3 := by
  have h : (fun (θ : ℝ) (_ : ℝ) => dScalar a s b θ) = fun θ _ =>
      a ^ 2 * b ^ 3 / (8 * s) + (-(a ^ 2 * b ^ 3 / (8 * s))) * cos θ ^ 2 := by
    funext θ φ
    unfold dScalar
    rw [Real.sin_sq]
    ring
  have hs' : s * s⁻¹ = 1 := mul_inv_cancel₀ hs.ne'
  unfold sigmaScalar
  rw [h, sphereInt_quadratic]
  linear_combination (π * a ^ 2 * b ^ 3 / 3) * hs'

/-- The muon-pair total cross section obeys `s σ = 2π α² β (3 - β²) / 3`. -/
theorem sigmaMuon_total (a s b : ℝ) (hs : 0 < s) :
    s * sigmaMuon a s b = 2 * π * a ^ 2 * b * (3 - b ^ 2) / 3 := by
  have h : (fun (θ : ℝ) (_ : ℝ) => dMuon a s b θ) = fun θ _ =>
      a ^ 2 * b * (2 - b ^ 2) / (4 * s) + (a ^ 2 * b ^ 3 / (4 * s)) * cos θ ^ 2 := by
    funext θ φ
    unfold dMuon
    rw [Real.sin_sq]
    ring
  have hs' : s * s⁻¹ = 1 := mul_inv_cancel₀ hs.ne'
  unfold sigmaMuon
  rw [h, sphereInt_quadratic]
  linear_combination (2 * π * a ^ 2 * b * (3 - b ^ 2) / 3) * hs'

/-- For `α ≠ 0`, `s > 0` and `0 < β ≤ 1` the totals are `πα²β³/(3s)` and `2πα²β(3-β²)/(3s)`,
the muon total is positive, and the scalar-to-muon ratio is `β²/(2(3-β²))`. -/
theorem pair_cross_sections (a s b : ℝ) (ha : a ≠ 0) (hs : 0 < s) (hb : 0 < b) (hb1 : b ≤ 1) :
    sigmaScalar a s b = π * a ^ 2 * b ^ 3 / (3 * s) ∧
    sigmaMuon a s b = 2 * π * a ^ 2 * b * (3 - b ^ 2) / (3 * s) ∧
    0 < sigmaMuon a s b ∧
    pairRatio a s b = b ^ 2 / (2 * (3 - b ^ 2)) := by
  have h3s : (3 * s) ≠ 0 := by positivity
  have h3 : 0 < 3 - b ^ 2 := by nlinarith
  have ha2 : 0 < a ^ 2 := by positivity
  have hπ := Real.pi_pos
  have hS := sigmaScalar_total a s b hs
  have hM := sigmaMuon_total a s b hs
  have e1 : sigmaScalar a s b = π * a ^ 2 * b ^ 3 / (3 * s) := by
    rw [eq_div_iff h3s]
    linear_combination 3 * hS
  have e2 : sigmaMuon a s b = 2 * π * a ^ 2 * b * (3 - b ^ 2) / (3 * s) := by
    rw [eq_div_iff h3s]
    linear_combination 3 * hM
  have hpos : 0 < sigmaMuon a s b := by
    rw [e2]
    positivity
  refine ⟨e1, e2, hpos, ?_⟩
  -- cross-multiply; the factor π α² β / s cancels
  have h23 : 2 * (3 - b ^ 2) ≠ 0 := by positivity
  unfold pairRatio
  rw [div_eq_div_iff hpos.ne' h23]
  apply mul_left_cancel₀ hs.ne'
  linear_combination (2 * (3 - b ^ 2)) * hS - b ^ 2 * hM

/-- The scalar-to-muon ratio increases strictly with the velocity on `0 < β ≤ 1`. -/
theorem pairRatio_strictMonoOn (a s : ℝ) (ha : a ≠ 0) (hs : 0 < s) :
    StrictMonoOn (pairRatio a s) (Set.Ioc 0 1) := by
  intro x hx y hy hxy
  obtain ⟨hx0, hx1⟩ := hx
  obtain ⟨hy0, hy1⟩ := hy
  rw [(pair_cross_sections a s x ha hs hx0 hx1).2.2.2,
    (pair_cross_sections a s y ha hs hy0 hy1).2.2.2]
  have h1 : 0 < 2 * (3 - x ^ 2) := by nlinarith
  have h2 : 0 < 2 * (3 - y ^ 2) := by nlinarith
  have h3 : x ^ 2 < y ^ 2 := by nlinarith
  rw [div_lt_div_iff₀ h1 h2]
  nlinarith

/-- For `0 < β ≤ 1` the scalar-to-muon ratio is at most `1/4`, and equals `1/4` exactly
at `β = 1`. -/
theorem pairRatio_le_quarter (a s b : ℝ) (ha : a ≠ 0) (hs : 0 < s) (hb : 0 < b) (hb1 : b ≤ 1) :
    pairRatio a s b ≤ 1 / 4 ∧ (pairRatio a s b = 1 / 4 ↔ b = 1) := by
  have hone : pairRatio a s 1 = 1 / 4 := by
    rw [(pair_cross_sections a s 1 ha hs one_pos le_rfl).2.2.2]
    norm_num
  have hm := pairRatio_strictMonoOn a s ha hs
  have hbm : b ∈ Set.Ioc (0:ℝ) 1 := ⟨hb, hb1⟩
  have h1m : (1:ℝ) ∈ Set.Ioc (0:ℝ) 1 := ⟨one_pos, le_rfl⟩
  refine ⟨?_, ?_, ?_⟩
  · rw [← hone]
    exact hm.monotoneOn hbm h1m hb1
  · intro h
    exact hm.injOn hbm h1m (h.trans hone.symm)
  · intro h
    rw [h, hone]

/-- Velocity `β = √(1 - 4m²/s)` of each particle of mass `m` in a pair produced at squared
centre-of-mass energy `s`. -/
def velocity (m s : ℝ) : ℝ := √(1 - 4 * m ^ 2 / s)

/-- Above threshold `s > 4m²`, for scalars and muons of the same mass `m`, the ratio is
`(s - 4m²)/(4(s + 2m²))`. -/
theorem pairRatio_mass (a s m : ℝ) (ha : a ≠ 0) (hth : 4 * m ^ 2 < s) :
    pairRatio a s (velocity m s) = (s - 4 * m ^ 2) / (4 * (s + 2 * m ^ 2)) := by
  have hm : 0 ≤ m ^ 2 := sq_nonneg m
  have hs : 0 < s := by linarith
  have hq : 4 * m ^ 2 / s < 1 := (div_lt_one hs).mpr hth
  have hq0 : 0 ≤ 4 * m ^ 2 / s := by positivity
  have hpos : 0 < 1 - 4 * m ^ 2 / s := by linarith
  have hv0 : 0 < velocity m s := Real.sqrt_pos.mpr hpos
  have hsq : velocity m s ^ 2 = 1 - 4 * m ^ 2 / s := Real.sq_sqrt hpos.le
  have hv1 : velocity m s ≤ 1 := by nlinarith
  -- s β² = s - 4m²
  have hq1 : 4 * m ^ 2 / s * s = 4 * m ^ 2 := div_mul_cancel₀ _ hs.ne'
  have hsv : s * velocity m s ^ 2 = s - 4 * m ^ 2 := by
    rw [hsq]
    linear_combination (-1) * hq1
  have h1 : 0 < 2 * (3 - velocity m s ^ 2) := by
    rw [hsq]
    linarith
  have h2 : 0 < 4 * (s + 2 * m ^ 2) := by linarith
  rw [(pair_cross_sections a s _ ha hs hv0 hv1).2.2.2, div_eq_div_iff h1.ne' h2.ne']
  linear_combination 6 * hsv

end

end ScalarPairProduction
```

```lean
#print axioms ScalarPairProduction.pairRatio_le_quarter
#print axioms ScalarPairProduction.pairRatio_mass
```

```
'ScalarPairProduction.pairRatio_le_quarter' depends on axioms: [propext, Classical.choice, Quot.sound]
'ScalarPairProduction.pairRatio_mass' depends on axioms: [propext, Classical.choice, Quot.sound]
```

## What the theorems assert

The reals `a`, `s`, `b` are $\alpha$, $s$, $\beta$. `sphereInt` is the iterated integral over $\theta\in[0,\pi]$ and $\varphi\in[0,2\pi]$ with weight $\sin\theta$; `dScalar` and `dMuon` are the two distributions, `sigmaScalar` and `sigmaMuon` their integrals, and `pairRatio` is $R$ with the same $\beta$ in both channels.

For $\alpha\ne0$, $s>0$ and $0<\beta\le1$, `pair_cross_sections` states
$$\sigma_0=\frac{\pi\alpha^2\beta^3}{3s},\qquad \sigma_{1/2}=\frac{2\pi\alpha^2\beta(3-\beta^2)}{3s}>0,\qquad R=\frac{\beta^2}{2(3-\beta^2)}.$$
The hypothesis `ha` matters for the last two statements: at $\alpha=0$ both totals vanish and Lean evaluates $0/0$ as $0$. Under the same conditions, `pairRatio_strictMonoOn` says that $R$ increases strictly with $\beta$ on $(0,1]$, and `pairRatio_le_quarter` says that $R\le\tfrac14$ with equality exactly at $\beta=1$. For a common mass $m$, `velocity m s` is $\sqrt{1-4m^2/s}$, and `pairRatio_mass` gives $R=(s-4m^2)/\bigl(4(s+2m^2)\bigr)$ above the threshold $s>4m^2$, again for $\alpha\ne0$. The case $m=0$ is allowed there and returns $\tfrac14$.

## One-photon annihilation into point particles

The two definitions stand for annihilation through a single virtual photon into point-like particles of unit charge, with the electron mass neglected, unpolarised beams and final spins summed. They are postulated here; no Feynman rule or spin trace appears in the file. One factor $\beta$ in each is two-body phase space. The remaining $\beta^2\sin^2\theta$ for scalars is the square of the ratio of the outgoing momentum transverse to the beam to the particle energy, and the factor $1-\beta^2=4m^2/s$ marks the mass-suppressed helicity configurations of the muons. Loop corrections, $Z$ exchange, form factors and the final-state Coulomb interaction are absent. Since both channels share $\beta$, the ratio compares scalars and fermions of equal mass at equal $s$; particles of different mass have different $\beta$ at the same energy.

Within this tree-level, point-particle model, the growth $\sigma_0\propto\beta^3$ against $\sigma_{1/2}\propto\beta$ near threshold reflects p-wave against s-wave production, and the value $\tfrac14$ is the massless scalar-to-fermion ratio. These physical readings accompany the theorems and are not among their statements.

## One integral gives both totals

For constants $A$ and $B$, the function $F(\theta)=-A\cos\theta-\tfrac{B}{3}\cos^3\theta$ has derivative $(A+B\cos^2\theta)\sin\theta$. Hence
$$\int_0^\pi (A+B\cos^2\theta)\sin\theta\,d\theta=F(\pi)-F(0)=2A+\tfrac{2B}{3},$$
and the azimuth contributes $2\pi$, for a total of $4\pi(A+B/3)$. In `sphereInt_quadratic`, `hd` is the derivative of $F$, `hcont` supplies integrability, `hθ` applies the fundamental theorem of calculus with $\cos\pi=-1$ and $\cos0=1$, and `intervalIntegral.integral_const` does the $\varphi$ integral.

For scalars, $\sin^2\theta=1-\cos^2\theta$ gives $A=\alpha^2\beta^3/(8s)$ and $B=-A$, so $\sigma_0=4\pi\cdot\tfrac23A=\pi\alpha^2\beta^3/(3s)$. For muons,
$$1+\cos^2\theta+(1-\beta^2)(1-\cos^2\theta)=(2-\beta^2)+\beta^2\cos^2\theta,$$
so $A=\alpha^2\beta(2-\beta^2)/(4s)$, $B=\alpha^2\beta^3/(4s)$ and
$$\sigma_{1/2}=\frac{\pi\alpha^2\beta}{s}\Bigl(2-\beta^2+\frac{\beta^2}{3}\Bigr)=\frac{2\pi\alpha^2\beta(3-\beta^2)}{3s}.$$
`sigmaScalar_total` and `sigmaMuon_total` carry out these rewritings with `Real.sin_sq` and state the results multiplied by $s$. They hold for $s>0$ and every real `a` and `b`, and cancel $s$ through `s * s⁻¹ = 1`.

The weight $\sin\theta$ is readily lost when $d\sigma/d\Omega$ is integrated over $\theta$ alone. Without it, $\int_0^\pi\sin^2\theta\,d\theta=\pi/2$ replaces $\int_0^\pi\sin^3\theta\,d\theta=4/3$, and $\int_0^\pi(1+\cos^2\theta)\,d\theta=3\pi/2$ replaces $8/3$, so that the ratio at $\beta=1$ would come out as $\tfrac16$ instead of $\tfrac14$. In the file the weight sits inside `sphereInt`, and the distributions must therefore not carry it.

## The ratio, its growth and its mass form

For $0<\beta\le1$ one has $3-\beta^2\ge2$, so with $\alpha\ne0$ and $s>0$ every factor of $\sigma_{1/2}$ is positive; these are `h3` and `hpos`. Dividing the totals cancels $\pi\alpha^2\beta/(3s)$ and leaves $\beta^2/\bigl(2(3-\beta^2)\bigr)$. Lean cross-multiplies with `div_eq_div_iff`, multiplies by $s$, and obtains $2(3-\beta^2)\,s\sigma_0=\beta^2\,s\sigma_{1/2}$ as a linear combination of the two total formulas `hS` and `hM`.

For velocities $0<x<y\le1$, the inequality $R(x)<R(y)$ cross-multiplies to $x^2(3-y^2)<y^2(3-x^2)$. The terms $x^2y^2$ cancel and leave $x^2<y^2$, which the final `nlinarith` uses. At $\beta=1$ the formula gives $1/(2\cdot2)=\tfrac14$ (`hone`). Monotonicity then yields the bound, and the injectivity of a strictly increasing function (`hm.injOn`) shows that equality forces $\beta=1$.

With both particles of mass $m$ and energy $\sqrt s/2$, $\beta^2=1-4m^2/s$. Above threshold $0\le4m^2/s<1$, so $0<\beta\le1$ (`hv0`, `hv1`) and the ratio formula applies. Then $s\beta^2=s-4m^2$ and $s(3-\beta^2)=2s+4m^2$, whose quotient with the factor $\tfrac12$ is $(s-4m^2)/\bigl(4(s+2m^2)\bigr)$. In cross-multiplied form the difference of the two sides is $6\,[s\beta^2-(s-4m^2)]$, which is the coefficient in `linear_combination 6 * hsv`.
